# Masses and Born tensors fix the summed infrared strength of the non-translational modes

Take two atoms with masses $M_0$ and $M_1$. A Born tensor gives the change of the dipole moment per displacement of an atom; let the two tensors be $z$ and $-z$. A uniform translation then produces no dipole. What remains is opposite motion along each axis $b$, with displacements

$$u_0=\frac{\sqrt{\mu}}{M_0}\,e_b,\qquad u_1=-\frac{\sqrt{\mu}}{M_1}\,e_b,\qquad \frac1\mu=\frac1{M_0}+\frac1{M_1},$$

where $e_b$ is the unit vector along $b$. The mass-weighted norm is $\mu/M_0+\mu/M_1=1$, and the induced dipole is $z e_b/\sqrt\mu$. Summing its squared length over the three axes gives $\|z\|^2(1/M_0+1/M_1)$, with $\|\cdot\|$ the Frobenius norm. Mixing the three patterns by an orthogonal matrix can change the individual strengths but not their sum.

## The sum rule for N atoms

Let atom $I$ have mass $M_I$ and real Born tensor $Z_I$, and put $S=\sum_I Z_I$ and $M_{\rm tot}=\sum_I M_I$. Suppose that the three normalized translations and $3N-3$ further patterns $V_k$ are together orthonormal in the mass-weighted inner product. Then

$$\sum_k\Big\|\sum_I Z_I V_{k,I}\Big\|^2=\sum_I\frac{\|Z_I\|^2}{M_I}-\frac{\|S\|^2}{M_{\rm tot}}.$$

Charge neutrality, $S=0$, is not required. For one atom there are no further patterns, and both sides vanish.

## Comparing a printed spectrum with the right-hand side

A harmonic infrared calculation at the zone centre contracts Born tensors with phonon displacement patterns. The right-hand side needs no diagonalisation, so comparing it with the summed strengths can expose a wrong mass weighting or a missing mode. It does not test the accuracy of force constants that are symmetric and translationally invariant, and it cannot detect Born tensors that have all been transposed, since transposition preserves the Frobenius norm.

Apart from any unit prefactor in the printed strengths, two details matter in the comparison:

- The patterns are displacements with mass-weighted norm one, not displacements rescaled to unit Euclidean length. An orthonormal eigenvector of the dynamical matrix must first be divided by $\sqrt{M_I}$ on each atom.
- For a free molecule the sum includes the rotations, which can carry strength.

Orthonormality among the $V_k$ alone is not enough. Take two unit masses, Born tensors $1$ and $-1$ (times the identity), and let $V_b$ move only the first atom, by $e_b$. These three patterns are mutually orthonormal but overlap with the translations. Their strengths sum to $3$, while the formula gives $6$. Overlaps of this kind can arise when the computed force constants violate translational invariance; the sum over all $3N$ orthonormal modes, $\sum_I\|Z_I\|^2/M_I$, is still valid then.

## From orthonormality to the total

Let $U_m$ run over all $3N$ patterns, and write $p=(I,c)$ for an atom and a Cartesian component, with $M_p=M_I$. Define the square matrices $A_{mp}=U_{m,p}M_p$ and $B_{pm}=U_{m,p}$. Orthonormality says

$$(AB)_{mn}=\sum_p M_pU_{m,p}U_{n,p}=\delta_{mn}.$$

A one-sided inverse of a square matrix is two-sided, so $BA=1$:

$$\sum_m U_{m,p}U_{m,q}M_q=\delta_{pq}.$$

At $p=q$ this reads $M_q\sum_mU_{m,q}^2=1$, which forces $M_q>0$. For any vector $w$ we may therefore divide by $M_q$:

$$\sum_m\Big(\sum_p w_pU_{m,p}\Big)^2=\sum_{p,q}w_pw_q\sum_mU_{m,p}U_{m,q}=\sum_p\frac{w_p^2}{M_p}.$$

Choose $w_{(I,c)}=(Z_I)_{ac}$ and sum over the dipole component $a$. The strength of all $3N$ patterns is $\sum_I\|Z_I\|^2/M_I$.

The translation along $b$ has components $\delta_{cb}/\sqrt{M_{\rm tot}}$ on every atom. Its induced dipole is $S_{ab}/\sqrt{M_{\rm tot}}$, so the three translations contribute $\|S\|^2/M_{\rm tot}$. Subtracting this gives the sum rule.

## The Lean file

```lean
import Mathlib

open Matrix

namespace InfraredSumRule

noncomputable section

variable {ι μ κ κ' : Type*} [Fintype ι] [DecidableEq ι] [Fintype μ] [Fintype κ] [Fintype κ']

/-- The mass-weighted inner product of two atomic displacement patterns. -/
def massInner (M : ι → ℝ) (u v : ι → Fin 3 → ℝ) : ℝ := ∑ I, M I * (u I ⬝ᵥ v I)

/-- A family of displacement patterns is orthonormal in the mass-weighted inner product. -/
def MassOrthonormal (M : ι → ℝ) (U : μ → ι → Fin 3 → ℝ) : Prop :=
  (∀ m, massInner M (U m) (U m) = 1) ∧ Pairwise fun m n => massInner M (U m) (U n) = 0

/-- The uniform translation along axis `b`, with amplitude one over the square root of the
total mass; its domain is positive total mass. -/
def translation (M : ι → ℝ) (b : Fin 3) : ι → Fin 3 → ℝ :=
  fun _ c => if c = b then 1 / √(∑ I, M I) else 0

/-- The mode effective charge: the Born tensors contracted with a displacement pattern. -/
def modeCharge (Z : ι → Matrix (Fin 3) (Fin 3) ℝ) (u : ι → Fin 3 → ℝ) : Fin 3 → ℝ :=
  fun a => ∑ I, (Z I *ᵥ u I) a

/-- The infrared strength of a pattern: the squared length of its mode effective charge. -/
def intensity (Z : ι → Matrix (Fin 3) (Fin 3) ℝ) (u : ι → Fin 3 → ℝ) : ℝ :=
  ∑ a, modeCharge Z u a ^ 2

/-- The squared Frobenius norm of a Cartesian tensor. -/
def frobSq (A : Matrix (Fin 3) (Fin 3) ℝ) : ℝ := ∑ a, ∑ b, A a b ^ 2

/-- A mass-orthonormal family of `3N` patterns for `N` atoms satisfies the mass-weighted
completeness relation. -/
theorem completeness {M : ι → ℝ} {U : μ → ι → Fin 3 → ℝ}
    (hc : Fintype.card μ = 3 * Fintype.card ι) (hU : MassOrthonormal M U)
    (p q : ι × Fin 3) :
    ∑ m, U m p.1 p.2 * U m q.1 q.2 * M q.1 = if p = q then 1 else 0 := by
  have hcard : Fintype.card μ = Fintype.card (ι × Fin 3) := by
    rw [Fintype.card_prod, Fintype.card_fin]
    omega
  let e : μ ≃ ι × Fin 3 := Fintype.equivOfCardEq hcard
  let A : Matrix (ι × Fin 3) (ι × Fin 3) ℝ :=
    Matrix.of fun r s => U (e.symm r) s.1 s.2 * M s.1
  let B : Matrix (ι × Fin 3) (ι × Fin 3) ℝ :=
    Matrix.of fun s r => U (e.symm r) s.1 s.2
  have key : ∀ r s, (A * B) r s = massInner M (U (e.symm r)) (U (e.symm s)) := by
    intro r s
    simp only [massInner, dotProduct, Matrix.mul_apply, Fintype.sum_prod_type,
      Finset.mul_sum, A, B, Matrix.of_apply]
    exact Finset.sum_congr rfl fun I _ => Finset.sum_congr rfl fun a _ => by ring
  have hAB : A * B = 1 := by
    ext r s
    rw [key]
    by_cases h : r = s
    · subst h
      rw [Matrix.one_apply_eq]
      exact hU.1 _
    · rw [Matrix.one_apply_ne h]
      exact hU.2 (fun h' => h (e.symm.injective h'))
  -- a one-sided inverse of a square matrix is two-sided
  have hBA : B * A = 1 := mul_eq_one_comm.mp hAB
  have h := congrFun (congrFun hBA p) q
  rw [Matrix.mul_apply, Matrix.one_apply] at h
  refine Eq.trans ?_ h
  rw [← Equiv.sum_comp e.symm]
  refine Finset.sum_congr rfl fun r _ => ?_
  simp only [A, B, Matrix.of_apply]
  ring

/-- If `N` atoms admit `3N` mass-orthonormal patterns, every mass is positive. -/
theorem mass_pos {M : ι → ℝ} {U : μ → ι → Fin 3 → ℝ}
    (hc : Fintype.card μ = 3 * Fintype.card ι) (hU : MassOrthonormal M U) (I : ι) :
    0 < M I := by
  by_contra hn
  have hle : M I ≤ 0 := le_of_not_gt hn
  have h := completeness hc hU (I, 0) (I, 0)
  rw [if_pos rfl] at h
  have h' : ∑ m, U m I 0 * U m I 0 * M I ≤ 0 := Finset.sum_nonpos fun m _ => by
    nlinarith [mul_nonneg (mul_self_nonneg (U m I 0)) (neg_nonneg.2 hle)]
  linarith

/-- Mass-weighted Parseval identity: the squared overlaps of a force-like vector `w` with `3N`
mass-orthonormal patterns add up to the sum over components of `w p ^ 2` divided by the mass of the
atom. -/
theorem parseval {M : ι → ℝ} {U : μ → ι → Fin 3 → ℝ}
    (hc : Fintype.card μ = 3 * Fintype.card ι) (hU : MassOrthonormal M U)
    (w : ι × Fin 3 → ℝ) :
    ∑ m, (∑ p : ι × Fin 3, w p * U m p.1 p.2) ^ 2 = ∑ p, w p ^ 2 / M p.1 := by
  calc
    _ = ∑ m, ∑ p : ι × Fin 3, ∑ q : ι × Fin 3,
        (w p * w q / M q.1) * (U m p.1 p.2 * U m q.1 q.2 * M q.1) := by
      refine Finset.sum_congr rfl fun m _ => ?_
      rw [sq, Finset.sum_mul_sum]
      refine Finset.sum_congr rfl fun p _ => Finset.sum_congr rfl fun q _ => ?_
      have h : (M q.1)⁻¹ * M q.1 = 1 := inv_mul_cancel₀ (mass_pos hc hU q.1).ne'
      linear_combination (-(w p * U m p.1 p.2 * w q * U m q.1 q.2)) * h
    _ = ∑ p : ι × Fin 3, ∑ q : ι × Fin 3,
        (w p * w q / M q.1) * ∑ m, U m p.1 p.2 * U m q.1 q.2 * M q.1 := by
      rw [Finset.sum_comm]
      refine Finset.sum_congr rfl fun p _ => ?_
      rw [Finset.sum_comm]
      exact Finset.sum_congr rfl fun q _ => (Finset.mul_sum _ _ _).symm
    _ = _ := by
      refine Finset.sum_congr rfl fun p _ => ?_
      simp only [completeness hc hU, mul_ite, mul_one, mul_zero, Finset.sum_ite_eq,
        Finset.mem_univ, if_true]
      ring

/-- The infrared strengths of `3N` mass-orthonormal patterns add up to the sum over atoms of the
squared Frobenius norm of the Born tensor divided by the mass. -/
theorem total_intensity {M : ι → ℝ} {U : μ → ι → Fin 3 → ℝ}
    (hc : Fintype.card μ = 3 * Fintype.card ι) (hU : MassOrthonormal M U)
    (Z : ι → Matrix (Fin 3) (Fin 3) ℝ) :
    ∑ m, intensity Z (U m) = ∑ I, frobSq (Z I) / M I := by
  have h (a : Fin 3) := parseval hc hU (fun p => Z p.1 a p.2)
  simp only [Fintype.sum_prod_type] at h
  simp only [intensity, modeCharge, Matrix.mulVec, dotProduct]
  rw [Finset.sum_comm, Finset.sum_congr rfl fun a _ => h a]
  simp only [frobSq, Finset.sum_div]
  exact Finset.sum_comm

omit [DecidableEq ι] in
/-- For positive total mass, the strengths of the three normalized translations sum to the
squared Frobenius norm of the summed Born tensors divided by the total mass. -/
theorem intensity_translation {M : ι → ℝ} (hM : 0 < ∑ I, M I)
    (Z : ι → Matrix (Fin 3) (Fin 3) ℝ) :
    ∑ b, intensity Z (translation M b) = frobSq (∑ I, Z I) / ∑ I, M I := by
  have hq (a b : Fin 3) : modeCharge Z (translation M b) a
      = (∑ I, Z I a b) * (1 / √(∑ I, M I)) := by
    simp only [modeCharge, translation, Matrix.mulVec, dotProduct, mul_ite, mul_zero,
      Finset.sum_ite_eq', Finset.mem_univ, if_true, Finset.sum_mul]
  have hs : (1 / √(∑ I, M I)) ^ 2 = 1 / ∑ I, M I := by
    rw [div_pow, one_pow, Real.sq_sqrt hM.le]
  simp only [intensity, hq, mul_pow, hs]
  rw [Finset.sum_comm]
  simp only [frobSq, Matrix.sum_apply, Finset.sum_div, mul_one_div]

/-- Infrared sum rule: if the normalized translations and `3N - 3` remaining modes are
mass-orthonormal, the strengths of the remaining modes sum to a quantity fixed by the masses
and Born tensors. -/
theorem infrared_sum_rule {M : ι → ℝ} {V : κ → ι → Fin 3 → ℝ}
    (hc : Fintype.card κ + 3 = 3 * Fintype.card ι)
    (hV : MassOrthonormal M (Sum.elim (translation M) V))
    (Z : ι → Matrix (Fin 3) (Fin 3) ℝ) :
    ∑ k, intensity Z (V k)
      = ∑ I, frobSq (Z I) / M I - frobSq (∑ I, Z I) / ∑ I, M I := by
  have hc' : Fintype.card (Fin 3 ⊕ κ) = 3 * Fintype.card ι := by
    rw [Fintype.card_sum, Fintype.card_fin]
    omega
  have : Nonempty ι := Fintype.card_pos_iff.mp (by omega)
  have hM : 0 < ∑ I, M I :=
    Finset.sum_pos (fun I _ => mass_pos hc' hV I) Finset.univ_nonempty
  -- remove the translations from the total over all modes
  have h := total_intensity hc' hV Z
  rw [Fintype.sum_sum_type] at h
  simp only [Sum.elim_inl, Sum.elim_inr] at h
  rw [intensity_translation hM] at h
  linarith

/-- Two sets of `3N - 3` modes, each mass-orthonormal together with the normalized
translations, have the same total infrared strength for the same masses and Born tensors. -/
theorem intensity_redistribution {M : ι → ℝ} {V : κ → ι → Fin 3 → ℝ}
    {W : κ' → ι → Fin 3 → ℝ}
    (hc : Fintype.card κ + 3 = 3 * Fintype.card ι)
    (hc' : Fintype.card κ' + 3 = 3 * Fintype.card ι)
    (hV : MassOrthonormal M (Sum.elim (translation M) V))
    (hW : MassOrthonormal M (Sum.elim (translation M) W))
    (Z : ι → Matrix (Fin 3) (Fin 3) ℝ) :
    ∑ k, intensity Z (V k) = ∑ k, intensity Z (W k) := by
  rw [infrared_sum_rule hc hV, infrared_sum_rule hc' hW]

/-- For a diatomic with opposite Born tensors `z` and `-z`, three modes that are
mass-orthonormal together with the normalized translations have total strength equal to the
squared Frobenius norm of `z` times the sum of inverse masses. -/
theorem neutral_diatomic {M : Fin 2 → ℝ} {V : Fin 3 → Fin 2 → Fin 3 → ℝ}
    (hV : MassOrthonormal M (Sum.elim (translation M) V))
    (z : Matrix (Fin 3) (Fin 3) ℝ) :
    ∑ k, intensity ![z, -z] (V k) = frobSq z * (1 / M 0 + 1 / M 1) := by
  have hn : frobSq (-z) = frobSq z := by simp [frobSq]
  have h0 : frobSq 0 = 0 := by simp [frobSq]
  rw [infrared_sum_rule (by simp) hV]
  simp only [Fin.sum_univ_two, Matrix.cons_val_zero, Matrix.cons_val_one,
    add_neg_cancel, hn, h0]
  ring

/-- For two atoms of masses 9 and 16, the normalized translations and three explicit
opposite-displacement patterns are mass-orthonormal. -/
theorem massOrthonormal_witness :
    MassOrthonormal ![9, 16] (Sum.elim (translation ![9, 16])
      (fun b : Fin 3 => ![fun c => if c = b then 4 / 15 else 0,
        fun c => if c = b then -(3 / 20) else 0])) := by
  have hs : √(∑ I, (![9, 16] : Fin 2 → ℝ) I) = 5 := by
    rw [show ∑ I, (![9, 16] : Fin 2 → ℝ) I = 5 ^ 2 by norm_num [Fin.sum_univ_two]]
    exact Real.sqrt_sq (by norm_num)
  have ht : translation (![9, 16] : Fin 2 → ℝ)
      = fun b => ![fun c => if c = b then 1 / 5 else 0,
        fun c => if c = b then 1 / 5 else 0] := by
    funext b I c
    fin_cases I <;> simp only [translation, hs] <;> rfl
  -- patterns along different axes are orthogonal
  have hg (x y x' y' : ℝ) (a b : Fin 3) :
      massInner ![9, 16]
        ![fun c => if c = a then x else 0, fun c => if c = a then y else 0]
        ![fun c => if c = b then x' else 0, fun c => if c = b then y' else 0]
      = if a = b then 9 * x * x' + 16 * y * y' else 0 := by
    simp only [massInner, Fin.sum_univ_two, Matrix.cons_val_zero, Matrix.cons_val_one,
      dotProduct, ite_mul, zero_mul, Finset.sum_ite_eq', Finset.mem_univ, if_true]
    split_ifs <;> ring
  rw [ht]
  constructor
  · rintro (a | a) <;> simp only [Sum.elim_inl, Sum.elim_inr, hg] <;> norm_num
  · rintro (a | a) (b | b) h
    · have hab : a ≠ b := fun e => h (congrArg Sum.inl e)
      simp only [Sum.elim_inl, hg]
      rw [if_neg hab]
    · simp only [Sum.elim_inl, Sum.elim_inr, hg]
      split_ifs <;> norm_num
    · simp only [Sum.elim_inl, Sum.elim_inr, hg]
      split_ifs <;> norm_num
    · have hab : a ≠ b := fun e => h (congrArg Sum.inr e)
      simp only [Sum.elim_inr, hg]
      rw [if_neg hab]

end

end InfraredSumRule
```

```lean
#print axioms InfraredSumRule.infrared_sum_rule
-- 'InfraredSumRule.infrared_sum_rule' depends on axioms: [propext, Classical.choice, Quot.sound]
#print axioms InfraredSumRule.intensity_redistribution
-- 'InfraredSumRule.intensity_redistribution' depends on axioms: [propext, Classical.choice, Quot.sound]
#print axioms InfraredSumRule.neutral_diatomic
-- 'InfraredSumRule.neutral_diatomic' depends on axioms: [propext, Classical.choice, Quot.sound]
```

## Reading the definitions and hypotheses

The type `ι` labels atoms and `κ` the remaining modes. The type `μ` labels the patterns of a general family; it is not the reduced mass $\mu$ of the opening. In `Z I a b`, `a` is the dipole component and `b` the displacement component. `modeCharge` is the induced dipole, and `intensity` is its squared length, without the prefactor that converts it to an absorption unit. `frobSq` is the squared Frobenius norm.

In `infrared_sum_rule`, `hc` fixes the number of remaining modes at $3N-3$, and `hV` states that the family joined by `Sum.elim (translation M) V` is mass-orthonormal. Positive masses are derived from these two hypotheses.

## How the lemmas carry the derivation

`completeness` relabels the modes by atomic coordinates, so that `A` and `B` are square over one index type, and `mul_eq_one_comm` reverses their product. `mass_pos` reads off the diagonal. `parseval` expands the square, exchanges the sums and inserts completeness; `total_intensity` applies it to each row of the Born tensors. `intensity_translation` evaluates the three translations. The main theorem splits the total with `Fintype.sum_sum_type` and subtracts by `linarith`.

`neutral_diatomic` specialises the result to the opening example. `massOrthonormal_witness` checks the opening patterns for masses 9 and 16, where the amplitudes are $4/15$ and $-3/20$, so the hypotheses are satisfiable.

## What is guaranteed, and for which modes

`intensity_redistribution` guarantees equal totals for any two admissible sets of remaining modes at the same masses and Born tensors. Force constants do not appear in the theorems. The link to a phonon calculation is that symmetric, translationally invariant force constants admit eigenmodes of the assumed form; `hV` takes this as given. Changing the force constants then only redistributes the strength, provided the Born tensors stay fixed. A change of density functional generally alters both.

The result concerns real patterns of finitely many atoms and a dipole linear in the displacements. It gives no frequencies, individual line strengths or anharmonic corrections, and no bound on rounding errors.
